# The second moment of the dimensionless Fermi thermal broadening kernel is π²/3

The theorem `integral_sq_mul_thermalKernel` states that the integral of x² eˣ/(eˣ + 1)² over the whole real line is π²/3. In physics the kernel is minus the derivative of the Fermi–Dirac function 1/(eˣ + 1), with x the energy measured from the chemical potential in units of k_BT, so the theorem gives the kernel's second moment about the chemical potential, in units of (k_BT)². The attempt uses evenness to reduce the integral to twice that over x > 0, expands the kernel there in powers of e⁻ˣ, and integrates term by term, using the alternating sum 1 − 1/4 + 1/9 − … = π²/12.

Lean 4 with Mathlib refuses this proof:

```lean
import Mathlib

open MeasureTheory Set Filter Topology
open scoped Real

namespace SommerfeldSmearing

noncomputable section

/-- The dimensionless thermal broadening kernel. -/
def thermalKernel (x : ℝ) : ℝ := Real.exp x / (Real.exp x + 1) ^ 2

/-- The thermal broadening kernel is even. -/
theorem thermalKernel_neg (x : ℝ) : thermalKernel (-x) = thermalKernel x := by
  have h : Real.exp x * Real.exp (-x) = 1 := by
    rw [← Real.exp_add, add_neg_cancel, Real.exp_zero]
  unfold thermalKernel
  rw [div_eq_div_iff (by positivity) (by positivity)]
  linear_combination (Real.exp x - Real.exp (-x)) * h

lemma thermalKernel_abs (x : ℝ) : thermalKernel |x| = thermalKernel x := by
  rcases abs_choice x with h | h
  · rw [h]
  · rw [h, thermalKernel_neg]

lemma integral_sq_mul_exp {r : ℝ} (hr : 0 < r) :
    ∫ x in Ioi (0 : ℝ), x ^ 2 * Real.exp (-(r * x)) = 2 / r ^ 3 := by
  have hG : Real.Gamma 3 = 2 := by
    rw [show (3 : ℝ) = ((2 : ℕ) : ℝ) + 1 by norm_num, Real.Gamma_nat_eq_factorial]
    norm_num [Nat.factorial]
  have h3 : (1 / r) ^ (3 : ℝ) = 1 / r ^ 3 := by
    rw [show (3 : ℝ) = ((3 : ℕ) : ℝ) by norm_num, Real.rpow_natCast, one_div_pow]
  have h := Real.integral_rpow_mul_exp_neg_mul_Ioi (a := 3) (r := r) (by norm_num) hr
  rw [hG, h3, show (3 : ℝ) - 1 = ((2 : ℕ) : ℝ) by norm_num] at h
  simp only [Real.rpow_natCast] at h
  rw [h]
  ring

lemma hasSum_of_eq {f g : ℕ → ℝ} {s t : ℝ} (h : HasSum f s) (hf : ∀ n, g n = f n)
    (hs : t = s) : HasSum g t := by
  have hg : g = f := funext hf
  rw [hg, hs]
  exact h

/-- The alternating sum of inverse squares `1 - 1/4 + 1/9 - ...` is `π² / 12`. -/
theorem hasSum_alternating :
    HasSum (fun n : ℕ => -(-1 : ℝ) ^ n * (1 / (n : ℝ) ^ 2)) (π ^ 2 / 12) := by
  have hz := hasSum_zeta_two
  have hE : HasSum (fun k : ℕ => 1 / ((2 * k : ℕ) : ℝ) ^ 2) (π ^ 2 / 24) := by
    refine hasSum_of_eq (hz.mul_left (1 / 4)) (fun k => ?_) ?_
    · push_cast
      ring
    · ring
  have hO : Summable (fun k : ℕ => 1 / ((2 * k + 1 : ℕ) : ℝ) ^ 2) :=
    hz.summable.comp_injective (i := fun k : ℕ => 2 * k + 1)
      (fun a b h => by have h' : 2 * a + 1 = 2 * b + 1 := h; omega)
  have hs := (HasSum.even_add_odd (f := fun n : ℕ => 1 / (n : ℝ) ^ 2) hE hO.hasSum).unique hz
  -- flip the sign of the even terms
  have h := HasSum.even_add_odd (f := fun n : ℕ => -(-1 : ℝ) ^ n * (1 / (n : ℝ) ^ 2))
    (m := -(π ^ 2 / 24)) (m' := ∑' k : ℕ, 1 / ((2 * k + 1 : ℕ) : ℝ) ^ 2)
    (by
      refine hasSum_of_eq hE.neg (fun k => ?_) rfl
      have hk : (-1 : ℝ) ^ (2 * k) = 1 := by simp [pow_mul]
      rw [hk]
      ring)
    (by
      convert hO.hasSum using 1
      funext k
      have hk : (-1 : ℝ) ^ (2 * k + 1) = -1 := by simp [pow_succ, pow_mul]
      rw [hk]
      ring)
  convert h using 1
  linarith

/-- The second moment of the thermal broadening kernel is `π² / 3`. -/
theorem integral_sq_mul_thermalKernel : ∫ x, x ^ 2 * thermalKernel x = π ^ 2 / 3 := by
  let F : ℕ → ℝ → ℝ := fun n x => (-(-1) ^ n * n) * (x ^ 2 * Real.exp (-(n * x)))
  have hI : ∀ n, ∫ x in Ioi (0 : ℝ), F n x = 2 * (-(-1) ^ n * (1 / (n : ℝ) ^ 2)) := by
    intro n
    rcases Nat.eq_zero_or_pos n with rfl | hn
    · simp [F]
    · have hn' : (0 : ℝ) < n := by exact_mod_cast hn
      simp only [F]
      rw [integral_const_mul, integral_sq_mul_exp hn']
      field_simp
  have hint : ∀ n, Integrable (F n) (volume.restrict (Ioi (0 : ℝ))) := by
    intro n
    rcases Nat.eq_zero_or_pos n with rfl | hn
    · simp [F]
    · have hn' : (0 : ℝ) < n := by exact_mod_cast hn
      refine Integrable.const_mul (not_imp_comm.1 integral_undef ?_) _
      rw [integral_sq_mul_exp hn']
      positivity
  have hN : ∀ n, ∫ x in Ioi (0 : ℝ), ‖F n x‖ = 2 * (1 / (n : ℝ) ^ 2) := by
    intro n
    have hx : ∀ x, ‖F n x‖ = n * (x ^ 2 * Real.exp (-(n * x))) := by
      intro x
      simp only [F]
      rw [norm_mul, Real.norm_of_nonneg (show 0 ≤ x ^ 2 * Real.exp (-(n * x)) by positivity)]
      congr 1
      simp
    simp only [hx]
    rcases Nat.eq_zero_or_pos n with rfl | hn
    · simp
    · have hn' : (0 : ℝ) < n := by exact_mod_cast hn
      rw [integral_const_mul, integral_sq_mul_exp hn']
      field_simp
  -- expand the kernel in powers of `exp (-x)` and integrate term by term
  have hsum := hasSum_integral_of_summable_integral_norm hint
    (by simp only [hN]; exact hasSum_zeta_two.summable.mul_left 2)
  simp only [hI] at hsum
  have hval := hsum.unique (hasSum_alternating.mul_left 2)
  have hpt : ∫ x in Ioi (0 : ℝ), x ^ 2 * thermalKernel x
      = ∫ x in Ioi (0 : ℝ), ∑' n, F n x := by
    refine setIntegral_congr_fun measurableSet_Ioi (fun x hx => ?_)
    have hx0 : 0 < x := hx
    have hr : ‖-Real.exp (-x)‖ < 1 := by
      rw [norm_neg, Real.norm_of_nonneg (Real.exp_pos _).le, Real.exp_lt_one_iff]
      linarith
    have hs : HasSum (fun n => F n x) (x ^ 2 * thermalKernel x) := by
      convert (hasSum_coe_mul_geometric_of_norm_lt_one hr).mul_left (-x ^ 2) using 1
      · funext n
        have he : Real.exp (-(n * x)) = Real.exp (-x) ^ n := by
          rw [← Real.exp_nat_mul]
          congr 1
          ring
        simp only [F]
        rw [he, neg_pow (Real.exp (-x)) n]
        ring
      · rw [← thermalKernel_neg x, thermalKernel]
        ring
    exact hs.tsum_eq.symm
  have h := integral_comp_abs (f := fun x => x ^ 2 * thermalKernel x)
  simp only [sq_abs, thermalKernel_abs] at h
  rw [h, hpt, hval]
  ring

end

end SommerfeldSmearing
```

The error:

```
Main.lean:122:8: error: Tactic `apply` failed: could not unify the conclusion of `@funext`
  ?f = ?g
with the goal
  Real.instAddCommMonoid =
    CommRing.toNonUnitalCommRing.toNonUnitalNonAssocCommRing.toNonUnitalNonAssocSemiring.toAddCommMonoid

Note: The full type of `@funext` is
  ∀ {α : Sort ?u.315} {β : α → Sort ?u.314} {f g : (x : α) → β x}, (∀ (x : α), f x = g x) → f = g

case e'_3
F : ℕ → ℝ → ℝ := fun n x => -(-1) ^ n * ↑n * (x ^ 2 * rexp (-(↑n * x)))
hI : ∀ (n : ℕ), ∫ (x : ℝ) in Ioi 0, F n x = 2 * (-(-1) ^ n * (1 / ↑n ^ 2))
hint : ∀ (n : ℕ), Integrable (F n) (volume.restrict (Ioi 0))
hN : ∀ (n : ℕ), ∫ (x : ℝ) in Ioi 0, ‖F n x‖ = 2 * (1 / ↑n ^ 2)
hsum : HasSum (fun x => 2 * (-(-1) ^ x * (1 / ↑x ^ 2))) (∫ (a : ℝ) in Ioi 0, ∑' (i : ℕ), F i a)
hval : ∫ (a : ℝ) in Ioi 0, ∑' (i : ℕ), F i a = 2 * (π ^ 2 / 12)
x : ℝ
hx : x ∈ Ioi 0
hx0 : 0 < x
hr : ‖-rexp (-x)‖ < 1
⊢ Real.instAddCommMonoid =
    CommRing.toNonUnitalCommRing.toNonUnitalNonAssocCommRing.toNonUnitalNonAssocSemiring.toAddCommMonoid
Main.lean:130:12: error: Tactic `rewrite` failed: Did not find an occurrence of the pattern
  thermalKernel x
in the target expression
  (fun n => F n x) = fun i => -x ^ 2 * (↑i * (-rexp (-x)) ^ i)

case e'_5
F : ℕ → ℝ → ℝ := fun n x => -(-1) ^ n * ↑n * (x ^ 2 * rexp (-(↑n * x)))
hI : ∀ (n : ℕ), ∫ (x : ℝ) in Ioi 0, F n x = 2 * (-(-1) ^ n * (1 / ↑n ^ 2))
hint : ∀ (n : ℕ), Integrable (F n) (volume.restrict (Ioi 0))
hN : ∀ (n : ℕ), ∫ (x : ℝ) in Ioi 0, ‖F n x‖ = 2 * (1 / ↑n ^ 2)
hsum : HasSum (fun x => 2 * (-(-1) ^ x * (1 / ↑x ^ 2))) (∫ (a : ℝ) in Ioi 0, ∑' (i : ℕ), F i a)
hval : ∫ (a : ℝ) in Ioi 0, ∑' (i : ℕ), F i a = 2 * (π ^ 2 / 12)
x : ℝ
hx : x ∈ Ioi 0
hx0 : 0 < x
hr : ‖-rexp (-x)‖ < 1
⊢ (fun n => F n x) = fun i => -x ^ 2 * (↑i * (-rexp (-x)) ^ i)
Main.lean:120:67: error: unsolved goals
case e'_6
F : ℕ → ℝ → ℝ := fun n x => -(-1) ^ n * ↑n * (x ^ 2 * rexp (-(↑n * x)))
hI : ∀ (n : ℕ), ∫ (x : ℝ) in Ioi 0, F n x = 2 * (-(-1) ^ n * (1 / ↑n ^ 2))
hint : ∀ (n : ℕ), Integrable (F n) (volume.restrict (Ioi 0))
hN : ∀ (n : ℕ), ∫ (x : ℝ) in Ioi 0, ‖F n x‖ = 2 * (1 / ↑n ^ 2)
hsum : HasSum (fun x => 2 * (-(-1) ^ x * (1 / ↑x ^ 2))) (∫ (a : ℝ) in Ioi 0, ∑' (i : ℕ), F i a)
hval : ∫ (a : ℝ) in Ioi 0, ∑' (i : ℕ), F i a = 2 * (π ^ 2 / 12)
x : ℝ
hx : x ∈ Ioi 0
hx0 : 0 < x
hr : ‖-rexp (-x)‖ < 1
⊢ x ^ 2 * thermalKernel x = -x ^ 2 * (-rexp (-x) / (1 - -rexp (-x)) ^ 2)
```

Cause. All three errors come from one step, the pointwise series `hs`. There `convert … using 1` leaves three goals, while the proof has two bullets, meant for the terms and the sum. The extra goal comes first and asks that two descriptions of the additive structure on ℝ be equal. So `funext n` meets an equation that is not between functions, the second bullet looks for `thermalKernel x` in the equation between the terms, where it does not occur, and the equation between the sums is left unsolved.

The repair applies the file's own lemma `hasSum_of_eq` through `refine`. The two additive structures agree by unfolding definitions, and Lean now checks this itself when it matches the known series against the lemma's hypothesis. Only the two intended goals remain, in the order of the bullets. `funext n` goes because the lemma asks for the terms to be equal at each `n`, which `fun n => ?_` introduces. The line `have he` merely moves up to the bullet, and the arguments for both goals are otherwise unchanged.

The mended proof, as a diff:

```diff
@@ -119,7 +119,7 @@
       linarith
     have hs : HasSum (fun n => F n x) (x ^ 2 * thermalKernel x) := by
-      convert (hasSum_coe_mul_geometric_of_norm_lt_one hr).mul_left (-x ^ 2) using 1
-      · funext n
-        have he : Real.exp (-(n * x)) = Real.exp (-x) ^ n := by
+      refine hasSum_of_eq ((hasSum_coe_mul_geometric_of_norm_lt_one hr).mul_left (-x ^ 2))
+        (fun n => ?_) ?_
+      · have he : Real.exp (-(n * x)) = Real.exp (-x) ^ n := by
           rw [← Real.exp_nat_mul]
           congr 1
```
